# After n McWeeny purification steps, occupations initially uniform on [0,1] have a mean idempotency error of at least (2/3)ⁿ/6

## Occupations near one half

When the ground state of non-interacting electrons is a single Slater determinant, its one-particle density matrix over spin orbitals has eigenvalues 0 and 1. McWeeny purification starts from a matrix with eigenvalues between these values and drives each one, except $1/2$ itself, towards the nearer end. In a metal, the starting eigenvalues can crowd around $1/2$, where the map has a fixed point. How fast can the average error then fall?

For one eigenvalue, or occupation, $x\in[0,1]$, the McWeeny step and the idempotency error are

$$f(x)=3x^2-2x^3,\qquad e(x)=x(1-x).$$

Let $f_n$ be the $n$-fold iterate of $f$, with $f_0(x)=x$. A gapless spectrum is modelled by occupations spread uniformly over $[0,1]$.

## The step in a calculation

In an orthonormal basis, a code might begin with $P=\tfrac12 I+\alpha(\mu I-H)$, where $H$ is the Hamiltonian, $\mu$ the chemical potential and $\alpha>0$ is small enough to put the spectrum of $P$ in $[0,1]$. It then repeats

```
P2 = P @ P
P  = 3*P2 - 2*(P2 @ P)
```

and can monitor $\mathrm{Tr}(P-P^2)$, the sum of $e$ over the eigenvalues. Linear-scaling codes also truncate small matrix elements, which the scalar model leaves out.

## The bound and what it covers

The main theorem, `uniform_spectrum_error`, says that for every natural $n$, including zero,

$$\int_0^1 e(f_n(x))\,dx\ \ge\ \frac{(2/3)^n}{6}.$$

In Lean, `mcWeeny` is $f$, `idempotencyError` is $e$, `mcWeeny^[n]` is $f_n$, and `Icc (0 : ℝ) 1` is the range of occupations. The interval integral is the uniform average, since the interval has length one.

`density_of_states_error` replaces the uniform weight by a continuous density `ρ` with $\rho\ge c\ge0$ on $[0,1]$; the bound is multiplied by $c$. The density is taken in the occupation variable and need not be normalised. For $c>0$, the hypothesis means that states are present throughout the interval, including around half occupation.

These are lower bounds for a continuous spectrum. A finite matrix has discrete eigenvalues, and its error can eventually fall much faster.

## Derivation by change of variables

The factorisations $f=x^2(3-2x)$ and $1-f=(1-x)^2(1+2x)$ show that $f$ maps $[0,1]$ into itself. Its slope is

$$f'(x)=6x(1-x)=\tfrac32-\tfrac32(2x-1)^2\le\tfrac32.$$

Let $h$ be continuous, and nonnegative on $[0,1]$. Since $f(0)=0$ and $f(1)=1$, substituting $y=f(x)$ gives

$$\int_0^1 h(y)\,dy=\int_0^1 h(f(x))f'(x)\,dx\le\tfrac32\int_0^1 h(f(x))\,dx.$$

One step therefore keeps at least two thirds of the average. Applying this to $h\circ f_n$ gives

$$\int_0^1 h(f_{n+1})\,dx\ge\tfrac23\int_0^1 h(f_n)\,dx,$$

and induction yields the factor $(2/3)^n$. For $h=e$, the initial average is $\tfrac12-\tfrac13=\tfrac16$.

For a density $\rho\ge c$, multiply by $e(f_n(x))\ge0$ and integrate.

## Occupations separated from one half

Multiplying the two factorisations gives

$$e(f(x))=e(x)^2(3-2x)(1+2x)=e(x)^2\,(3+4e(x)).$$

Put $E_n=4e(f_n(x))$. Since $0\le E_n\le1$,

$$E_{n+1}=\tfrac14E_n^2(3+E_n)\le E_n^2.$$

If $|2x-1|\ge\delta\ge0$, then $E_0=1-(2x-1)^2\le1-\delta^2$, so $E_n\le(1-\delta^2)^{2^n}$. This is `gapped_error`. For the starting matrix above, an orbital energy $\varepsilon$ has $|2x-1|=2\alpha|\varepsilon-\mu|$, so an energy gap around $\mu$ supplies a positive $\delta$.

## The Lean file

```lean
import Mathlib

open Set

namespace UniformSpectrumPurification

noncomputable section

/-- The McWeeny purification step acting on a single occupation number. -/
def mcWeeny (x : ℝ) : ℝ := 3 * x ^ 2 - 2 * x ^ 3

/-- The idempotency error `x - x²` of an occupation number, written as a product. -/
def idempotencyError (x : ℝ) : ℝ := x * (1 - x)

lemma continuous_mcWeeny : Continuous mcWeeny := by
  show Continuous (fun x : ℝ => 3 * x ^ 2 - 2 * x ^ 3)
  fun_prop

lemma continuous_idempotencyError : Continuous idempotencyError := by
  show Continuous (fun x : ℝ => x * (1 - x))
  fun_prop

/-- The slope of the purification step is six times the idempotency error. -/
theorem hasDerivAt_mcWeeny (x : ℝ) :
    HasDerivAt mcWeeny (6 * idempotencyError x) x := by
  have h := ((hasDerivAt_pow 2 x).const_mul 3).fun_sub ((hasDerivAt_pow 3 x).const_mul 2)
  exact h.congr_deriv (by unfold idempotencyError; norm_num; ring)

/-- Any number of purification steps keeps occupations between zero and one. -/
theorem iterate_mem (n : ℕ) {x : ℝ} (hx : x ∈ Icc (0 : ℝ) 1) :
    mcWeeny^[n] x ∈ Icc (0 : ℝ) 1 := by
  induction n with
  | zero => exact hx
  | succ n ih =>
    rw [Function.iterate_succ_apply']
    obtain ⟨h0, h1⟩ := ih
    generalize mcWeeny^[n] x = y at h0 h1
    unfold mcWeeny
    constructor
    · have h : 0 ≤ y ^ 2 * (3 - 2 * y) := mul_nonneg (sq_nonneg y) (by linarith)
      linarith [h, show y ^ 2 * (3 - 2 * y) = 3 * y ^ 2 - 2 * y ^ 3 by ring]
    · have h : 0 ≤ (1 - y) ^ 2 * (1 + 2 * y) := mul_nonneg (sq_nonneg _) (by linarith)
      linarith [h, show (1 - y) ^ 2 * (1 + 2 * y) = 1 - (3 * y ^ 2 - 2 * y ^ 3) by ring]

/-- After one purification step, the uniform average over `[0,1]` of a continuous function `h` that
is nonnegative there is at least two thirds of its initial value. -/
theorem average_step (h : ℝ → ℝ) (hc : Continuous h)
    (h0 : ∀ y ∈ Icc (0 : ℝ) 1, 0 ≤ h y) :
    2 / 3 * ∫ y in (0 : ℝ)..1, h y ≤ ∫ x in (0 : ℝ)..1, h (mcWeeny x) := by
  have e0 : mcWeeny 0 = 0 := by norm_num [mcWeeny]
  have e1 : mcWeeny 1 = 1 := by norm_num [mcWeeny]
  have hcont : Continuous (fun x => h (mcWeeny x)) := hc.comp continuous_mcWeeny
  have hslope : Continuous (fun x => 6 * idempotencyError x) :=
    continuous_const.mul continuous_idempotencyError
  -- Change variables from the initial to the purified occupation.
  have key : ∫ x in (0 : ℝ)..1, h (mcWeeny x) * (6 * idempotencyError x)
      = ∫ y in (0 : ℝ)..1, h y := by
    have t := intervalIntegral.integral_comp_mul_deriv (a := 0) (b := 1)
      (f := mcWeeny) (f' := fun x => 6 * idempotencyError x) (g := h)
      (fun x _ => hasDerivAt_mcWeeny x) hslope.continuousOn hc
    rw [e0, e1] at t
    exact t
  rw [← key, ← intervalIntegral.integral_const_mul]
  -- The slope is at most 3/2, attained at half occupation.
  apply intervalIntegral.integral_mono_on (by norm_num)
    ((continuous_const.mul (hcont.mul hslope)).intervalIntegrable _ _)
    (hcont.intervalIntegrable _ _)
  intro x hx
  have hp : 0 ≤ h (mcWeeny x) := h0 _ (iterate_mem 1 hx)
  show 2 / 3 * (h (mcWeeny x) * (6 * idempotencyError x)) ≤ h (mcWeeny x)
  unfold idempotencyError
  nlinarith [mul_nonneg hp (sq_nonneg (2 * x - 1))]

/-- After `n` purification steps the uniform average of a continuous nonnegative
error measure is at least `(2/3)^n` times its initial value. -/
theorem average_iterate (h : ℝ → ℝ) (hc : Continuous h)
    (h0 : ∀ y ∈ Icc (0 : ℝ) 1, 0 ≤ h y) (n : ℕ) :
    (2 / 3) ^ n * ∫ y in (0 : ℝ)..1, h y ≤ ∫ x in (0 : ℝ)..1, h (mcWeeny^[n] x) := by
  induction n with
  | zero => simp
  | succ n ih =>
    have s := average_step (fun x => h (mcWeeny^[n] x))
      (hc.comp (continuous_mcWeeny.iterate n)) (fun y hy => h0 _ (iterate_mem n hy))
    simp only [Function.iterate_succ_apply]
    rw [pow_succ]
    linarith

/-- The idempotency error averaged over a uniform spectrum of occupations is `1/6`. -/
theorem initial_average : ∫ x in (0 : ℝ)..1, idempotencyError x = 1 / 6 := by
  have e : idempotencyError = fun x : ℝ => x - x ^ 2 := by
    funext x
    unfold idempotencyError
    ring
  rw [e, intervalIntegral.integral_sub
    ((by fun_prop : Continuous (fun x : ℝ => x)).intervalIntegrable _ _)
    ((by fun_prop : Continuous (fun x : ℝ => x ^ 2)).intervalIntegrable _ _),
    integral_id, integral_pow]
  norm_num

/-- For a uniform spectrum of occupations on `[0,1]`, the mean idempotency error
after `n` McWeeny steps is at least `(2/3)^n / 6`. -/
theorem uniform_spectrum_error (n : ℕ) :
    (2 / 3) ^ n / 6 ≤ ∫ x in (0 : ℝ)..1, idempotencyError (mcWeeny^[n] x) := by
  have h := average_iterate idempotencyError continuous_idempotencyError
    (fun y hy => mul_nonneg hy.1 (sub_nonneg.mpr hy.2)) n
  rw [initial_average] at h
  linarith

/-- For a continuous density of states `ρ` that is at least `c ≥ 0` on `[0,1]`, the total
idempotency error after `n` steps is at least `c (2/3)^n / 6`. -/
theorem density_of_states_error (ρ : ℝ → ℝ) (hρ : Continuous ρ) {c : ℝ} (hc : 0 ≤ c)
    (hcρ : ∀ x ∈ Icc (0 : ℝ) 1, c ≤ ρ x) (n : ℕ) :
    c * ((2 / 3) ^ n / 6) ≤
      ∫ x in (0 : ℝ)..1, ρ x * idempotencyError (mcWeeny^[n] x) := by
  have hcont : Continuous (fun x => idempotencyError (mcWeeny^[n] x)) :=
    continuous_idempotencyError.comp (continuous_mcWeeny.iterate n)
  refine (mul_le_mul_of_nonneg_left (uniform_spectrum_error n) hc).trans ?_
  rw [← intervalIntegral.integral_const_mul]
  apply intervalIntegral.integral_mono_on (by norm_num)
    ((continuous_const.mul hcont).intervalIntegrable _ _)
    ((hρ.mul hcont).intervalIntegrable _ _)
  intro x hx
  have hy := iterate_mem n hx
  exact mul_le_mul_of_nonneg_right (hcρ x hx) (mul_nonneg hy.1 (sub_nonneg.mpr hy.2))

/-- One purification step sends the idempotency error `e` to `e² (3 + 4e)`. -/
theorem error_recursion (x : ℝ) :
    idempotencyError (mcWeeny x) =
      idempotencyError x ^ 2 * (3 + 4 * idempotencyError x) := by
  unfold idempotencyError mcWeeny
  ring

/-- If an occupation `x` in `[0,1]` satisfies `|2x - 1| ≥ δ ≥ 0`, then four times its
idempotency error after `n` steps is at most `(1 - δ²)^(2^n)`. -/
theorem gapped_error {x δ : ℝ} (hx : x ∈ Icc (0 : ℝ) 1) (hδ : 0 ≤ δ)
    (hgap : δ ≤ |2 * x - 1|) (n : ℕ) :
    4 * idempotencyError (mcWeeny^[n] x) ≤ (1 - δ ^ 2) ^ (2 ^ n) := by
  induction n with
  | zero =>
    have h := pow_le_pow_left₀ hδ hgap 2
    rw [sq_abs] at h
    simp only [Function.iterate_zero, id_eq, pow_zero, pow_one]
    unfold idempotencyError
    nlinarith
  | succ n ih =>
    have hy := iterate_mem n hx
    rw [Function.iterate_succ_apply', error_recursion, pow_succ 2 n, pow_mul]
    have e0 : 0 ≤ idempotencyError (mcWeeny^[n] x) :=
      mul_nonneg hy.1 (sub_nonneg.mpr hy.2)
    have e1 : idempotencyError (mcWeeny^[n] x) ≤ 1 / 4 := by
      unfold idempotencyError
      nlinarith [sq_nonneg (2 * mcWeeny^[n] x - 1)]
    -- The new scaled error is at most the square of the old one.
    have hs := pow_le_pow_left₀ (by linarith) ih 2
    refine le_trans ?_ hs
    nlinarith [mul_nonneg (sq_nonneg (idempotencyError (mcWeeny^[n] x)))
      (sub_nonneg.mpr e1)]

end

end UniformSpectrumPurification
```

```lean
#print axioms UniformSpectrumPurification.uniform_spectrum_error
#print axioms UniformSpectrumPurification.density_of_states_error
#print axioms UniformSpectrumPurification.gapped_error
```

```
'UniformSpectrumPurification.uniform_spectrum_error' depends on axioms: [propext, Classical.choice, Quot.sound]
'UniformSpectrumPurification.density_of_states_error' depends on axioms: [propext, Classical.choice, Quot.sound]
'UniformSpectrumPurification.gapped_error' depends on axioms: [propext, Classical.choice, Quot.sound]
```

## How the proof follows the derivation

`hasDerivAt_mcWeeny` supplies the slope, and `iterate_mem` uses the two factorisations to keep every iterate in $[0,1]$.

In `average_step`, `integral_comp_mul_deriv` performs the substitution and `integral_mono_on` reduces the inequality to a pointwise one. The final `nlinarith` receives $h(f(x))(2x-1)^2\ge0$, which is the slope bound multiplied by $h(f(x))$.

`average_iterate` is the induction: it applies `average_step` to $h\circ f_n$, using $f_{n+1}=f_n\circ f$. `initial_average` computes $1/6$, and `uniform_spectrum_error` combines the two. `density_of_states_error` compares the integrands pointwise.

For the gapped bound, `ring` proves `error_recursion`. The induction in `gapped_error` squares the previous estimate with `pow_le_pow_left₀`; its last `nlinarith` uses $e^2(\tfrac14-e)\ge0$, evaluated at the current iterate, to obtain $E_{n+1}\le E_n^2$.
